# When a band gap with two competing phonon modes rises and then falls with temperature

Let a phonon mode of energy $w_1$ open a gap with amplitude $a_1>0$ and a mode of energy $w_2=2w_1$ close it with amplitude $a_2$, so that $E(T)=E_0+a_1\coth(w_1/2T)-a_2\coth(w_2/2T)$ with a constant $E_0$ and the temperature $T$ in energy units. The slope $E'(T)$ then has the sign of $2a_1\cosh^2(w_1/2T)-a_2$, which is positive at low temperature and becomes negative at high temperature exactly when $a_2>2a_1$.

In Lean 4 with Mathlib:

```lean
import Mathlib

open Real Set

namespace NonMonotonicGap

noncomputable section

/-- Thermal factor `coth (w / (2 T))` of a phonon mode of energy `w` at temperature `T`
(in energy units), for `w` and `T` nonzero. -/
def thermal (w T : ℝ) : ℝ := cosh (w / (2 * T)) / sinh (w / (2 * T))

/-- Two-mode gap: a bare gap `E0`, a mode `w1` that opens it with amplitude `a1` and a mode `w2`
that closes it with amplitude `a2`, for nonzero `w1`, `w2` and `T`. -/
def gap (E0 a1 a2 w1 w2 T : ℝ) : ℝ := E0 + a1 * thermal w1 T - a2 * thermal w2 T

/-- The ratio `sinh (w2 s) / sinh (w1 s)` at `s = 1 / (2 T)`, which weighs the two modes against
each other, for `w1` and `s` nonzero. -/
def ratio (w1 w2 s : ℝ) : ℝ := sinh (w2 * s) / sinh (w1 * s)

variable {E0 a1 a2 w1 w2 : ℝ}

/-- For positive mode energy and temperature, the thermal factor grows with temperature at the
rate `w / (2 T² sinh² (w / (2 T)))`. -/
theorem hasDerivAt_thermal {w T : ℝ} (hw : 0 < w) (hT : 0 < T) :
    HasDerivAt (thermal w) (w / (2 * T ^ 2 * sinh (w / (2 * T)) ^ 2)) T := by
  have hu : HasDerivAt (fun t : ℝ => w / (2 * t)) (-(w / (2 * T ^ 2))) T := by
    have e : (fun t : ℝ => w / (2 * t)) = fun t => w / 2 * t⁻¹ := by
      funext t
      ring
    rw [e]
    exact ((hasDerivAt_inv hT.ne').const_mul (w / 2)).congr_deriv (by ring)
  have hs : 0 < sinh (w / (2 * T)) := Real.sinh_pos_iff.2 (by positivity)
  have hc := Real.cosh_sq (w / (2 * T))
  have num : sinh (w / (2 * T)) * -(w / (2 * T ^ 2)) * sinh (w / (2 * T))
      - cosh (w / (2 * T)) * (cosh (w / (2 * T)) * -(w / (2 * T ^ 2))) = w / (2 * T ^ 2) := by
    linear_combination (w / (2 * T ^ 2)) * hc
  refine (hu.cosh.fun_div hu.sinh hs.ne').congr_deriv ?_
  calc _ = w / (2 * T ^ 2) / sinh (w / (2 * T)) ^ 2 :=
        congrArg (fun z => z / sinh (w / (2 * T)) ^ 2) num
    _ = _ := div_div _ _ _

/-- A differentiable function that vanishes at zero and has positive slope at all positive
arguments is positive there. -/
theorem pos_of_slope_pos {f f' : ℝ → ℝ} (hf : ∀ x, HasDerivAt f (f' x) x) (h0 : f 0 = 0)
    (hp : ∀ x, 0 < x → 0 < f' x) {s : ℝ} (hs : 0 < s) : 0 < f s := by
  have hm : StrictMonoOn f (Ici 0) := by
    refine strictMonoOn_of_deriv_pos (convex_Ici 0)
      (fun x _ => (hf x).continuousAt.continuousWithinAt) (fun x hx => ?_)
    rw [interior_Ici] at hx
    rw [(hf x).deriv]
    exact hp x hx
  have h := hm (mem_Ici.2 le_rfl) (mem_Ici.2 hs.le) hs
  rwa [h0] at h

/-- For `0 < w1 < w2` and `s > 0`, the logarithmic slope of `sinh (w2 s)` exceeds that of
`sinh (w1 s)`, written without denominators. -/
theorem slope_comparison (hw1 : 0 < w1) (h12 : w1 < w2) {s : ℝ} (hs : 0 < s) :
    w1 * (sinh (w2 * s) * cosh (w1 * s)) < w2 * (cosh (w2 * s) * sinh (w1 * s)) := by
  have hw2 := hw1.trans h12
  refine sub_pos.1 (pos_of_slope_pos
    (f := fun x => w2 * (cosh (w2 * x) * sinh (w1 * x)) - w1 * (sinh (w2 * x) * cosh (w1 * x)))
    (f' := fun x => (w2 ^ 2 - w1 ^ 2) * (sinh (w2 * x) * sinh (w1 * x)))
    (fun x => ?_) (by simp) (fun x hx => ?_) hs)
  · have hl := fun w : ℝ => (hasDerivAt_id' x).const_mul w
    exact ((((hl w2).cosh.fun_mul (hl w1).sinh).const_mul w2).fun_sub
      (((hl w2).sinh.fun_mul (hl w1).cosh).const_mul w1)).congr_deriv
        (by simp only [mul_one]; ring)
  · have h1 := Real.sinh_pos_iff.2 (mul_pos hw1 hx)
    have h2 := Real.sinh_pos_iff.2 (mul_pos hw2 hx)
    have h3 : 0 < w2 ^ 2 - w1 ^ 2 := by nlinarith
    exact mul_pos h3 (mul_pos h2 h1)

/-- For `0 < w1 < w2` the ratio `sinh (w2 s) / sinh (w1 s)` strictly increases on `s > 0`. -/
theorem ratio_strictMonoOn (hw1 : 0 < w1) (h12 : w1 < w2) :
    StrictMonoOn (ratio w1 w2) (Ioi 0) := by
  have hd : ∀ s : ℝ, 0 < s → HasDerivAt (ratio w1 w2)
      ((w2 * (cosh (w2 * s) * sinh (w1 * s)) - w1 * (sinh (w2 * s) * cosh (w1 * s)))
        / sinh (w1 * s) ^ 2) s := by
    intro s hs
    have hl := fun w : ℝ => (hasDerivAt_id' s).const_mul w
    exact ((hl w2).sinh.fun_div (hl w1).sinh
      (Real.sinh_pos_iff.2 (mul_pos hw1 hs)).ne').congr_deriv (by simp only [mul_one]; ring)
  refine strictMonoOn_of_deriv_pos (convex_Ioi 0)
    (fun s hs => (hd s hs).continuousAt.continuousWithinAt) (fun s hs => ?_)
  rw [interior_Ioi] at hs
  rw [(hd s hs).deriv]
  exact div_pos (sub_pos.2 (slope_comparison hw1 h12 hs))
    (pow_pos (Real.sinh_pos_iff.2 (mul_pos hw1 hs)) 2)

/-- For `0 < w1 < w2` the values of `sinh (w2 s) / sinh (w1 s)` on `s > 0` are exactly the
numbers above `w2 / w1`. -/
theorem ratio_image (hw1 : 0 < w1) (h12 : w1 < w2) :
    ratio w1 w2 '' Ioi 0 = Ioi (w2 / w1) := by
  have hw2 := hw1.trans h12
  have hS : ∀ s : ℝ, 0 < s → 0 < sinh (w1 * s) := fun s hs =>
    Real.sinh_pos_iff.2 (mul_pos hw1 hs)
  ext k
  constructor
  · rintro ⟨s, hs, rfl⟩
    have h : 0 < w1 * sinh (w2 * s) - w2 * sinh (w1 * s) := by
      refine pos_of_slope_pos (f := fun x => w1 * sinh (w2 * x) - w2 * sinh (w1 * x))
        (f' := fun x => w1 * w2 * (cosh (w2 * x) - cosh (w1 * x)))
        (fun x => ?_) (by simp) (fun x hx => ?_) hs
      · have hl := fun w : ℝ => (hasDerivAt_id' x).const_mul w
        exact (((hl w2).sinh.const_mul w1).fun_sub ((hl w1).sinh.const_mul w2)).congr_deriv
          (by simp only [mul_one]; ring)
      · refine mul_pos (mul_pos hw1 hw2) (sub_pos.2 (Real.cosh_lt_cosh.2 ?_))
        rw [abs_of_pos (mul_pos hw1 hx), abs_of_pos (mul_pos hw2 hx)]
        exact mul_lt_mul_of_pos_right h12 hx
    change w2 / w1 < sinh (w2 * s) / sinh (w1 * s)
    rw [lt_div_iff₀ (hS s hs), div_mul_eq_mul_div, div_lt_iff₀ hw1]
    linarith
  · intro hk
    have hk' : w2 < k * w1 := (div_lt_iff₀ hw1).1 hk
    have hk0 : 0 < k := (div_pos hw2 hw1).trans hk
    -- small s: the ratio lies below k
    have hev : ∀ᶠ s in nhds (0 : ℝ), w2 * cosh (w2 * s) < k * w1 := by
      have hc : Continuous fun s : ℝ => w2 * cosh (w2 * s) := by fun_prop
      exact hc.continuousAt.eventually_lt continuousAt_const (by simpa using hk')
    obtain ⟨s, hs1, hs⟩ :=
      ((hev.filter_mono nhdsWithin_le_nhds).and (self_mem_nhdsWithin (s := Ioi (0 : ℝ)))).exists
    have hs0 : 0 < s := hs
    have hlow : ratio w1 w2 s ≤ k := by
      have h1 := slope_comparison hw1 h12 hs0
      have h2 := mul_lt_mul_of_pos_right hs1 (hS s hs0)
      have h3 := mul_le_mul_of_nonneg_left (Real.one_le_cosh (w1 * s))
        (mul_pos hw1 (Real.sinh_pos_iff.2 (mul_pos hw2 hs0))).le
      refine (div_le_iff₀ (hS s hs0)).2 (le_of_mul_le_mul_left ?_ hw1)
      linarith
    -- large s: the ratio lies above k
    have hd : 0 < w2 - w1 := sub_pos.2 h12
    have ht : 0 < 2 * k / (w2 - w1) := by positivity
    have hhigh : k ≤ ratio w1 w2 (2 * k / (w2 - w1)) := by
      have e : w2 * (2 * k / (w2 - w1)) = w1 * (2 * k / (w2 - w1)) + 2 * k := by
        have h := div_mul_cancel₀ (2 * k) hd.ne'
        linear_combination h
      have hc : k ≤ cosh (2 * k) := by
        rw [Real.cosh_eq]
        linarith [Real.add_one_le_exp (2 * k), Real.exp_pos (-(2 * k))]
      refine (le_div_iff₀ (hS _ ht)).2 ?_
      rw [e, Real.sinh_add]
      have h1 := mul_le_mul_of_nonneg_right hc (hS _ ht).le
      have h2 := mul_pos (Real.cosh_pos (w1 * (2 * k / (w2 - w1))))
        (Real.sinh_pos_iff.2 (mul_pos two_pos hk0))
      linarith
    have hcont : ContinuousOn (ratio w1 w2) (Ioi 0) := by
      refine ContinuousOn.div (f := fun s => sinh (w2 * s)) (g := fun s => sinh (w1 * s))
        (Continuous.continuousOn (by fun_prop)) (Continuous.continuousOn (by fun_prop))
        (fun x hx => (hS x hx).ne')
    exact isPreconnected_Ioi.intermediate_value hs ht hcont ⟨hlow, hhigh⟩

/-- Slope of the gap for positive mode energies and temperature: it equals
`(a1 w1 r² - a2 w2) / (2 T² sinh² (w2 / (2 T)))`, where `r = sinh (w2 s) / sinh (w1 s)` at
`s = 1 / (2 T)`. -/
theorem hasDerivAt_gap (hw1 : 0 < w1) (hw2 : 0 < w2) {T : ℝ} (hT : 0 < T) :
    HasDerivAt (gap E0 a1 a2 w1 w2) ((a1 * w1 * ratio w1 w2 (2 * T)⁻¹ ^ 2 - a2 * w2)
      / (2 * T ^ 2 * sinh (w2 / (2 * T)) ^ 2)) T := by
  have h1 : sinh (w1 / (2 * T)) ≠ 0 := (Real.sinh_pos_iff.2 (by positivity)).ne'
  have h2 : sinh (w2 / (2 * T)) ≠ 0 := (Real.sinh_pos_iff.2 (by positivity)).ne'
  refine ((((hasDerivAt_thermal hw1 hT).const_mul a1).const_add E0).fun_sub
    ((hasDerivAt_thermal hw2 hT).const_mul a2)).congr_deriv ?_
  rw [ratio, ← div_eq_mul_inv, ← div_eq_mul_inv]
  generalize sinh (w1 / (2 * T)) = p at h1 ⊢
  generalize sinh (w2 / (2 * T)) = q at h2 ⊢
  field_simp

/-- For `a1 > 0` and `0 < w1 < w2`, a positive temperature `T0` at which `a1 w1 r² = a2 w2`, with
`r = sinh (w2 s) / sinh (w1 s)` at `s = 1 / (2 T0)`, is a turnover: the gap strictly increases up to
`T0` and strictly decreases from `T0` on. -/
theorem turnover_at (ha1 : 0 < a1) (hw1 : 0 < w1) (h12 : w1 < w2) {T0 : ℝ} (hT0 : 0 < T0)
    (hpeak : a1 * w1 * ratio w1 w2 (2 * T0)⁻¹ ^ 2 = a2 * w2) :
    StrictMonoOn (gap E0 a1 a2 w1 w2) (Ioc 0 T0) ∧
      StrictAntiOn (gap E0 a1 a2 w1 w2) (Ici T0) := by
  have hw2 := hw1.trans h12
  -- the squared ratio falls with temperature
  have key : ∀ S T : ℝ, 0 < S → S < T → a1 * w1 * ratio w1 w2 (2 * T)⁻¹ ^ 2
      < a1 * w1 * ratio w1 w2 (2 * S)⁻¹ ^ 2 := by
    intro S T hS hST
    have hT := hS.trans hST
    have hSi : 0 < (2 * S)⁻¹ := by positivity
    have hTi : 0 < (2 * T)⁻¹ := by positivity
    have hlt : (2 * T)⁻¹ < (2 * S)⁻¹ :=
      (inv_lt_inv₀ (by positivity) (by positivity)).2 (by linarith)
    have hr : 0 < ratio w1 w2 (2 * T)⁻¹ := div_pos
      (Real.sinh_pos_iff.2 (mul_pos hw2 hTi)) (Real.sinh_pos_iff.2 (mul_pos hw1 hTi))
    exact mul_lt_mul_of_pos_left (pow_lt_pow_left₀
      (ratio_strictMonoOn hw1 h12 hTi hSi hlt) hr.le two_ne_zero) (mul_pos ha1 hw1)
  constructor
  · refine strictMonoOn_of_deriv_pos (convex_Ioc 0 T0)
      (fun T hT => (hasDerivAt_gap hw1 hw2 hT.1).continuousAt.continuousWithinAt)
      (fun T hT => ?_)
    rw [interior_Ioc] at hT
    have hT' : 0 < T := hT.1
    have hS : 0 < sinh (w2 / (2 * T)) := Real.sinh_pos_iff.2 (by positivity)
    rw [(hasDerivAt_gap hw1 hw2 hT').deriv]
    exact div_pos (by linarith [key T T0 hT' hT.2]) (by positivity)
  · refine strictAntiOn_of_deriv_neg (convex_Ici T0)
      (fun T hT => (hasDerivAt_gap hw1 hw2
        (hT0.trans_le hT)).continuousAt.continuousWithinAt) (fun T hT => ?_)
    rw [interior_Ici] at hT
    have hT' : 0 < T := hT0.trans hT
    have hS : 0 < sinh (w2 / (2 * T)) := Real.sinh_pos_iff.2 (by positivity)
    rw [(hasDerivAt_gap hw1 hw2 hT').deriv]
    exact div_neg_of_neg_of_pos (by linarith [key T0 T hT0 hT]) (by positivity)

/-- For `a1 > 0`, `0 < w1 < w2` and `a2 / a1 > w2 / w1`, there is exactly one positive temperature
up to which the gap strictly increases and from which it strictly decreases. -/
theorem existsUnique_turnover (ha1 : 0 < a1) (hw1 : 0 < w1) (h12 : w1 < w2)
    (h : w2 / w1 < a2 / a1) :
    ∃! T0 : ℝ, 0 < T0 ∧ StrictMonoOn (gap E0 a1 a2 w1 w2) (Ioc 0 T0) ∧
      StrictAntiOn (gap E0 a1 a2 w1 w2) (Ici T0) := by
  have hq : 0 < w2 / w1 := div_pos (hw1.trans h12) hw1
  have hk : √(a2 / a1 * (w2 / w1)) ∈ ratio w1 w2 '' Ioi 0 := by
    rw [ratio_image hw1 h12]
    refine (Real.lt_sqrt hq.le).2 ?_
    rw [sq]
    exact mul_lt_mul_of_pos_right h hq
  obtain ⟨s, hs, hsk⟩ := hk
  have hs0 : 0 < s := hs
  have hT0 : 0 < (2 * s)⁻¹ := by positivity
  have e : (2 * (2 * s)⁻¹)⁻¹ = s := by
    rw [mul_inv, inv_inv]
    ring
  have hpeak : a1 * w1 * ratio w1 w2 (2 * (2 * s)⁻¹)⁻¹ ^ 2 = a2 * w2 := by
    rw [e, hsk, Real.sq_sqrt (mul_pos (hq.trans h) hq).le]
    field_simp
  obtain ⟨hm, ha⟩ := turnover_at (E0 := E0) ha1 hw1 h12 hT0 hpeak
  refine ⟨(2 * s)⁻¹, ⟨hT0, hm, ha⟩, ?_⟩
  -- between two turnovers the gap would both rise and fall
  rintro T ⟨hT, hm', ha'⟩
  rcases lt_trichotomy T (2 * s)⁻¹ with hlt | heq | hgt
  · exact (lt_asymm (hm ⟨hT, hlt.le⟩ ⟨hT0, le_rfl⟩ hlt)
      (ha' (mem_Ici.2 le_rfl) (mem_Ici.2 hlt.le) hlt)).elim
  · exact heq
  · exact (lt_asymm (hm' ⟨hT0, hgt.le⟩ ⟨hT, le_rfl⟩ hgt)
      (ha (mem_Ici.2 le_rfl) (mem_Ici.2 hgt.le) hgt)).elim

/-- For `a1 > 0` and `0 < w1 < w2`, the gap strictly increases over all positive temperatures if
and only if `a2 / a1 ≤ w2 / w1`. -/
theorem strictMonoOn_gap_iff (ha1 : 0 < a1) (hw1 : 0 < w1) (h12 : w1 < w2) :
    StrictMonoOn (gap E0 a1 a2 w1 w2) (Ioi 0) ↔ a2 / a1 ≤ w2 / w1 := by
  have hw2 := hw1.trans h12
  constructor
  · intro hm
    by_contra hn
    obtain ⟨T0, ⟨h0, _, ha⟩, _⟩ :=
      existsUnique_turnover (E0 := E0) ha1 hw1 h12 (not_le.1 hn)
    have hlt : T0 < T0 + 1 := by linarith
    exact lt_asymm (hm (mem_Ioi.2 h0) (mem_Ioi.2 (h0.trans hlt)) hlt)
      (ha (mem_Ici.2 le_rfl) (mem_Ici.2 hlt.le) hlt)
  · intro h
    refine strictMonoOn_of_deriv_pos (convex_Ioi 0)
      (fun T hT => (hasDerivAt_gap hw1 hw2 hT).continuousAt.continuousWithinAt)
      (fun T hT => ?_)
    rw [interior_Ioi] at hT
    have hT' : 0 < T := hT
    have hS : 0 < sinh (w2 / (2 * T)) := Real.sinh_pos_iff.2 (by positivity)
    have hTi : (2 * T)⁻¹ ∈ Ioi (0 : ℝ) := mem_Ioi.2 (by positivity)
    have hr : ratio w1 w2 (2 * T)⁻¹ ∈ Ioi (w2 / w1) := by
      rw [← ratio_image hw1 h12]
      exact mem_image_of_mem _ hTi
    have hq : 0 < w2 / w1 := div_pos hw2 hw1
    -- a2 w2 ≤ a1 w1 (w2 / w1)² < a1 w1 r²
    have h1 := mul_lt_mul_of_pos_left
      (pow_lt_pow_left₀ (mem_Ioi.1 hr) hq.le two_ne_zero) (mul_pos ha1 hw1)
    have h2 : a2 * w2 ≤ a1 * w1 * (w2 / w1) ^ 2 := by
      have h3 := mul_le_mul_of_nonneg_right ((div_le_iff₀ ha1).1 h) hw2.le
      have h4 : a1 * w1 * (w2 / w1) ^ 2 = w2 / w1 * a1 * w2 := by field_simp
      linarith
    rw [(hasDerivAt_gap hw1 hw2 hT').deriv]
    exact div_pos (by linarith) (by positivity)

/-- For `a1 > 0`, `0 < w1 < w2` and `a2 / a1 > w2 / w1`, there are three positive temperatures at
which no one-mode curve `c + a coth (w / (2 T))` with `w > 0` matches all three gaps. -/
theorem no_one_mode_fit (ha1 : 0 < a1) (hw1 : 0 < w1) (h12 : w1 < w2)
    (h : w2 / w1 < a2 / a1) :
    ∃ T1 T2 T3 : ℝ, 0 < T1 ∧ T1 < T2 ∧ T2 < T3 ∧ ∀ c a w : ℝ, 0 < w →
      ¬ (c + a * thermal w T1 = gap E0 a1 a2 w1 w2 T1 ∧
        c + a * thermal w T2 = gap E0 a1 a2 w1 w2 T2 ∧
        c + a * thermal w T3 = gap E0 a1 a2 w1 w2 T3) := by
  obtain ⟨T0, ⟨h0, hm, ha⟩, _⟩ := existsUnique_turnover (E0 := E0) ha1 hw1 h12 h
  have l1 : T0 / 2 < T0 := by linarith
  have l2 : T0 < 2 * T0 := by linarith
  have hp : 0 < T0 / 2 := by linarith
  refine ⟨T0 / 2, T0, 2 * T0, hp, l1, l2, ?_⟩
  rintro c a w hw ⟨e1, e2, e3⟩
  have g1 := hm ⟨hp, l1.le⟩ ⟨h0, le_rfl⟩ l1
  have g2 := ha (mem_Ici.2 le_rfl) (mem_Ici.2 l2.le) l2
  -- a single thermal factor only rises with temperature
  have ht : StrictMonoOn (thermal w) (Ioi 0) := by
    refine strictMonoOn_of_deriv_pos (convex_Ioi 0)
      (fun T hT => (hasDerivAt_thermal hw hT).continuousAt.continuousWithinAt)
      (fun T hT => ?_)
    rw [interior_Ioi] at hT
    have hT' : 0 < T := hT
    have hS : 0 < sinh (w / (2 * T)) := Real.sinh_pos_iff.2 (by positivity)
    rw [(hasDerivAt_thermal hw hT').deriv]
    positivity
  have t1 := ht (mem_Ioi.2 hp) (mem_Ioi.2 h0) l1
  have t2 := ht (mem_Ioi.2 h0) (mem_Ioi.2 (h0.trans l2)) l2
  rcases le_total 0 a with hpos | hneg
  · linarith [mul_le_mul_of_nonneg_left t2.le hpos]
  · linarith [mul_le_mul_of_nonpos_left t1.le hneg]

end

end NonMonotonicGap
```

```lean
#print axioms NonMonotonicGap.strictMonoOn_gap_iff
#print axioms NonMonotonicGap.no_one_mode_fit
```

```
'NonMonotonicGap.strictMonoOn_gap_iff' depends on axioms: [propext, Classical.choice, Quot.sound]
'NonMonotonicGap.no_one_mode_fit' depends on axioms: [propext, Classical.choice, Quot.sound]
```

For general $0<w_1<w_2$ the threshold $2$ becomes $w_2/w_1$. `strictMonoOn_gap_iff` says that the gap strictly increases over all $T>0$ if and only if $a_2/a_1\le w_2/w_1$. Above the threshold, `existsUnique_turnover` gives exactly one $T_0>0$ such that the gap strictly increases on $(0,T_0]$ (`Ioc 0 T0`) and strictly decreases on $[T_0,\infty)$ (`Ici T0`).

In the code `thermal w T` is $\coth(w/2T)=2n+1$, where $n$ is the Bose–Einstein occupation of the mode and $T$ is measured in energy units. `gap` is $E(T)$. The constant amplitudes stand for the electron–phonon coupling of each mode, and $E_0$ for the gap without vibrations. Both $E_0$ and $a_2$ may be any real numbers. The model leaves out thermal expansion and any change of the mode energies with temperature. If the exciton binding energy is constant, the same form describes an exciton peak, with that energy absorbed into $E_0$.

To find the slope, put $u=w/2T$. Since $d\coth u/du=-1/\sinh^2u$ and $du/dT=-w/2T^2$,

$$\frac{d}{dT}\coth\frac{w}{2T}=\frac{w}{2T^2\sinh^2(w/2T)}.$$

This is `hasDerivAt_thermal`. With $s=1/(2T)$ and $r(s)=\sinh(w_2s)/\sinh(w_1s)$, the two contributions combine in `hasDerivAt_gap` to

$$E'(T)=\frac{a_1w_1r(s)^2-a_2w_2}{2T^2\sinh^2(w_2/2T)}.$$

Everything now depends on how $r$ behaves. The numerator of $r'$ is

$$N(s)=w_2\cosh(w_2s)\sinh(w_1s)-w_1\sinh(w_2s)\cosh(w_1s).$$

It vanishes at $s=0$, and $N'(s)=(w_2^2-w_1^2)\sinh(w_1s)\sinh(w_2s)>0$ for $s>0$. Hence $N>0$ (`slope_comparison`, by way of `pos_of_slope_pos`), and $r$ strictly increases (`ratio_strictMonoOn`).

`ratio_image` shows that the values of $r$ on $s>0$ fill $(w_2/w_1,\infty)$:

- **Lower bound.** The function $w_1\sinh(w_2s)-w_2\sinh(w_1s)$ is zero at $s=0$ and has slope $w_1w_2(\cosh(w_2s)-\cosh(w_1s))>0$, so $r>w_2/w_1$.
- **Values below a given $k>w_2/w_1$.** From $N>0$ and $\cosh(w_1s)\ge1$ one gets $r<(w_2/w_1)\cosh(w_2s)$, which is less than $k$ for small $s$.
- **Values above $k$.** At $s=2k/(w_2-w_1)$ we have $w_2s=w_1s+2k$. The addition formula gives $r=\cosh 2k+\coth(w_1s)\sinh 2k>\cosh 2k\ge k$.

The intermediate value theorem then supplies an $s$ with $r(s)=k$.

If $a_2/a_1>w_2/w_1$, the number $k=\sqrt{a_2w_2/(a_1w_1)}$ exceeds $w_2/w_1$, so $r(s)=k$ has a solution, and $T_0=1/(2s)$ makes the slope vanish. As $T$ grows, $s$ and therefore $r$ fall, so $E'$ is positive before $T_0$ and negative after it (`turnover_at`). A second turnover is impossible, because between the two the gap would have to rise and fall at once.

If $a_2/a_1\le w_2/w_1$, then

$$a_2w_2\le a_1w_1(w_2/w_1)^2<a_1w_1r^2,$$

and $E'>0$ throughout. The converse follows from the turnover found above the threshold.

The high-temperature limit shows where the threshold comes from. There $\coth(w/2T)\approx2T/w$, so $E\approx E_0+2T(a_1/w_1-a_2/w_2)$, and the linear slope changes sign at $a_2/a_1=w_2/w_1$. At equality this limiting slope is zero, yet the gap still increases strictly at every finite $T$.

`no_one_mode_fit` concerns curves $c+a\coth(w/2T)$ with $w>0$ and any real $c$ and $a$. Above the threshold, the gaps at $T_0/2$, $T_0$ and $2T_0$ rise and then fall. The thermal factor only rises, so $a\ge0$ contradicts the fall and $a\le0$ contradicts the rise. The three temperatures are fixed before $c$, $a$ and $w$ are chosen, so the same triple defeats every such curve. The theorem excludes an exact match and puts no figure on the error of a best fit.

In a calculation of phonon-induced gap shifts, the derivative of the gap with respect to the occupation of each mode can be obtained from finite displacements or perturbation theory. In this two-mode model with constant couplings, those derivatives are $2a_1$ and $-2a_2$. If $a_2/a_1>w_2/w_1$, bisection on the increasing function $r(s)$ for the value $\sqrt{a_2w_2/(a_1w_1)}$ gives the turnover temperature. For $w_2=2w_1$ and $a_2=4a_1$ the condition is $\cosh^2(w_1/2T_0)=2$, so $T_0\approx0.57\,w_1$.
